# The first-moment sum rule for S^z probes of a finite Heisenberg model

The spins are described by their algebra, without fixing their lengths or a product basis. All spin components are complex matrices on one finite-dimensional space, whose basis states are labelled by `m`; the N sites are labelled by `Fin N`.

```lean
import Mathlib

open Matrix Complex
open scoped Kronecker

namespace HeisenbergFirstMoment

noncomputable section

variable {N : ℕ} {m : Type*} [Fintype m] [DecidableEq m]
```

Write S_i^x, S_i^y, S_i^z for `S i 0`, `S i 1`, `S i 2`, and I for the imaginary unit. The matrices are Hermitian, components on different sites commute, and on each site, with ħ = 1,

[S_i^x, S_i^y] = I S_i^z, and cyclically.

These relations are assumed as hypotheses. Spins of different lengths may be mixed.

```lean
/-- Spin operators `S i a` (site `i`, component `a = 0, 1, 2` for x, y, z): Hermitian, with the
angular momentum algebra on each site, and commuting between different sites. -/
structure IsSpinSystem (S : Fin N → Fin 3 → Matrix m m ℂ) : Prop where
  herm : ∀ i a, (S i a)ᴴ = S i a
  xy : ∀ i, S i 0 * S i 1 - S i 1 * S i 0 = I • S i 2
  yz : ∀ i, S i 1 * S i 2 - S i 2 * S i 1 = I • S i 0
  zx : ∀ i, S i 2 * S i 0 - S i 0 * S i 2 = I • S i 1
  comm : ∀ i j, i ≠ j → ∀ a b, S i a * S j b = S j b * S i a
```

The part of a bond that the probe can change is the transverse exchange

T_ij = S_i^x S_j^x + S_i^y S_j^y.

```lean
/-- The transverse exchange operator `S_i^x S_j^x + S_i^y S_j^y`. -/
def transverse (S : Fin N → Fin 3 → Matrix m m ℂ) (i j : Fin N) : Matrix m m ℂ :=
  S i 0 * S j 0 + S i 1 * S j 1
```

With real couplings J_ij, the Hamiltonian is

H = Σ_{i<j} J_ij (T_ij + S_i^z S_j^z).

`Finset.Ioi i` selects j > i, so each bond counts once. The exchange is isotropic, with no field or single-ion term.

```lean
/-- The Heisenberg Hamiltonian, the sum over `i < j` of `J_ij S_i · S_j`. -/
def heisenberg (S : Fin N → Fin 3 → Matrix m m ℂ) (J : Fin N → Fin N → ℝ) : Matrix m m ℂ :=
  ∑ i, ∑ j ∈ Finset.Ioi i, (J i j : ℂ) • (transverse S i j + S i 2 * S j 2)
```

The probe is A = Σ_i c_i S_i^z. Its amplitudes may be complex in the definition; the main theorem takes them real.

```lean
/-- The longitudinal probe `∑ c_i S_i^z`. -/
def probe (S : Fin N → Fin 3 → Matrix m m ℂ) (c : Fin N → ℂ) : Matrix m m ℂ :=
  ∑ i, c i • S i 2
```

Expectation values ⟨B⟩_ψ = ⟨ψ, Bψ⟩ are linear in B, and are complex numbers in Lean.

```lean
/-- The expectation value `⟨ψ, B ψ⟩`, as a linear function of the operator `B`. -/
def expect (ψ : m → ℂ) : Matrix m m ℂ →ₗ[ℂ] ℂ where
  toFun B := star ψ ⬝ᵥ B *ᵥ ψ
  map_add' B C := by rw [Matrix.add_mulVec, dotProduct_add]
  map_smul' k B := by rw [Matrix.smul_mulVec, dotProduct_smul]; rfl
```

The eigenvectors v_n are orthonormal, with H v_n = E_n v_n. They carry the same labels `m` as the basis states, so there are enough of them to span the space.

```lean
/-- The vectors `v n` are an orthonormal eigenbasis of `H` with real energies `E n`. -/
structure IsEigenbasis (H : Matrix m m ℂ) (v : m → m → ℂ) (E : m → ℝ) : Prop where
  ortho : ∀ a b, star (v a) ⬝ᵥ v b = (1 : Matrix m m ℂ) a b
  eigen : ∀ n, H *ᵥ v n = (E n : ℂ) • v n
```

For a reference eigenstate v_g, which need not be the ground state, the first moment is

M(A) = Σ_n (E_n − E_g) |⟨v_n, A v_g⟩|².

```lean
/-- The first moment `∑ (E_n - E_g) |⟨n, A g⟩|²` of the spectrum excited by `A` from state `g`. -/
def firstMoment (v : m → m → ℂ) (E : m → ℝ) (g : m) (A : Matrix m m ℂ) : ℝ :=
  ∑ n, (E n - E g) * ‖star (v n) ⬝ᵥ A *ᵥ v g‖ ^ 2
```

Two spins one half give a concrete example, with s^a ⊗ 1 on the first site and 1 ⊗ s^a on the second, where s^a is half a Pauli matrix.

```lean
/-- Two spins one half on the product space, built from the halved Pauli matrices. -/
def twoSpins : Fin 2 → Fin 3 → Matrix (Fin 2 × Fin 2) (Fin 2 × Fin 2) ℂ :=
  let s : Fin 3 → Matrix (Fin 2) (Fin 2) ℂ :=
    ![!![0, 1/2; 1/2, 0], !![0, -I/2; I/2, 0], !![1/2, 0; 0, -1/2]]
  ![fun a => s a ⊗ₖ 1, fun a => 1 ⊗ₖ s a]
```

The product rule for ⊗ reduces the algebra to 2 × 2 matrices, which are checked entry by entry.

```lean
/-- Two spins one half satisfy the spin algebra. -/
theorem isSpinSystem_witness : IsSpinSystem twoSpins := by
  have left : ∀ A B C : Matrix (Fin 2) (Fin 2) ℂ, A * B - B * A = I • C →
      (A ⊗ₖ (1 : Matrix (Fin 2) (Fin 2) ℂ)) * (B ⊗ₖ 1) - (B ⊗ₖ 1) * (A ⊗ₖ 1)
        = I • (C ⊗ₖ 1) := by
    intro A B C h
    rw [← Matrix.mul_kronecker_mul, ← Matrix.mul_kronecker_mul, sub_eq_iff_eq_add.mp h,
      one_mul, Matrix.add_kronecker, Matrix.smul_kronecker, add_sub_cancel_right]
  have right : ∀ A B C : Matrix (Fin 2) (Fin 2) ℂ, A * B - B * A = I • C →
      ((1 : Matrix (Fin 2) (Fin 2) ℂ) ⊗ₖ A) * (1 ⊗ₖ B) - (1 ⊗ₖ B) * (1 ⊗ₖ A)
        = I • (1 ⊗ₖ C) := by
    intro A B C h
    rw [← Matrix.mul_kronecker_mul, ← Matrix.mul_kronecker_mul, sub_eq_iff_eq_add.mp h,
      one_mul, Matrix.kronecker_add, Matrix.kronecker_smul, add_sub_cancel_right]
  refine ⟨?_, ?_, ?_, ?_, ?_⟩
  · intro i a
    fin_cases i <;> simp only [twoSpins] <;>
      refine (Matrix.conjTranspose_kronecker _ _).trans ?_ <;>
      rw [Matrix.conjTranspose_one] <;> congr 1 <;> ext p q <;>
      fin_cases a <;> fin_cases p <;> fin_cases q <;> simp
  iterate 3
    · intro i
      fin_cases i
      · apply left
        ext p q
        fin_cases p <;> fin_cases q <;> simp <;>
          ring_nf <;> simp [Complex.I_sq] <;> norm_num
      · apply right
        ext p q
        fin_cases p <;> fin_cases q <;> simp <;>
          ring_nf <;> simp [Complex.I_sq] <;> norm_num
  · intro i j hij a b
    fin_cases i <;> fin_cases j <;>
      first
      | exact absurd rfl hij
      | simp [twoSpins, ← Matrix.mul_kronecker_mul]
```

Only the term of A on site i can fail to commute with the components of S_i, so

[A, S_i^x] = I c_i S_i^y, [A, S_i^y] = −I c_i S_i^x, [A, S_i^z] = 0.

In the proof, `key` isolates that term.

```lean
/-- The commutators of the probe with `S_i^x`, `S_i^y` and `S_i^z` are `I c_i S_i^y`, `-I c_i S_i^x`
and `0`. -/
theorem probe_rotates {S : Fin N → Fin 3 → Matrix m m ℂ} (h : IsSpinSystem S)
    (c : Fin N → ℂ) (i : Fin N) :
    probe S c * S i 0 - S i 0 * probe S c = (I * c i) • S i 1 ∧
    probe S c * S i 1 - S i 1 * probe S c = -(I * c i) • S i 0 ∧
    probe S c * S i 2 - S i 2 * probe S c = 0 := by
  -- only the spin on the same site contributes
  have key : ∀ a, probe S c * S i a - S i a * probe S c
      = c i • (S i 2 * S i a - S i a * S i 2) := by
    intro a
    rw [probe, Finset.sum_mul, Finset.mul_sum, ← Finset.sum_sub_distrib,
      Finset.sum_eq_single i]
    · rw [smul_mul_assoc, mul_smul_comm, smul_sub]
    · intro k _ hk
      rw [smul_mul_assoc, mul_smul_comm, h.comm k i hk, sub_self]
    · intro hi
      exact absurd (Finset.mem_univ i) hi
  refine ⟨?_, ?_, ?_⟩
  · rw [key, h.zx]; module
  · rw [key, ← neg_sub, h.yz]; module
  · rw [key, sub_self, smul_zero]
```

The product rule [A, PQ] = [A, P]Q + P[A, Q], named `L` below, gives

[A, T_ij + S_i^z S_j^z] = I(c_i − c_j) W_ij, W_ij = S_i^y S_j^x − S_i^x S_j^y.

W_ij is the spin current on the bond, up to sign and coupling.

```lean
/-- The commutator of the probe with `S_i · S_j` is `S_i^y S_j^x - S_i^x S_j^y` times `I (c_i -
c_j)`, where `I` is the imaginary unit. -/
theorem bond_current {S : Fin N → Fin 3 → Matrix m m ℂ} (h : IsSpinSystem S)
    (c : Fin N → ℂ) (i j : Fin N) :
    probe S c * (transverse S i j + S i 2 * S j 2)
      - (transverse S i j + S i 2 * S j 2) * probe S c
      = (I * (c i - c j)) • (S i 1 * S j 0 - S i 0 * S j 1) := by
  obtain ⟨xi, yi, zi⟩ := probe_rotates h c i
  obtain ⟨xj, yj, zj⟩ := probe_rotates h c j
  generalize probe S c = A at *
  have L : ∀ P Q : Matrix m m ℂ,
      A * (P * Q) - P * Q * A = (A * P - P * A) * Q + P * (A * Q - Q * A) := by
    intro P Q; noncomm_ring
  calc _ = (A * (S i 0 * S j 0) - S i 0 * S j 0 * A) + (A * (S i 1 * S j 1) - S i 1 * S j 1 * A)
        + (A * (S i 2 * S j 2) - S i 2 * S j 2 * A) := by
          simp only [transverse, mul_add, add_mul]; abel
    _ = _ := by
          rw [L, L, L, xi, yi, zi, xj, yj, zj]
          simp only [smul_mul_assoc, mul_smul_comm, zero_mul, mul_zero]
          module
```

A second commutator turns the current back into exchange:

[A, W_ij] = −I(c_i − c_j) T_ij.

Since I · (−I) = 1, summing over bonds gives

[A, [A, H]] = Σ_{i<j} J_ij (c_i − c_j)² T_ij.

The proof treats B ↦ [A, B] as a linear map `D`, which passes through the sum; `hW` is the second commutator.

```lean
/-- The double commutator of the probe with the Heisenberg Hamiltonian is the transverse exchange
weighted by `J_ij (c_i - c_j)²`. -/
theorem heisenberg_double_commutator {S : Fin N → Fin 3 → Matrix m m ℂ} (h : IsSpinSystem S)
    (J : Fin N → Fin N → ℝ) (c : Fin N → ℂ) :
    probe S c * (probe S c * heisenberg S J - heisenberg S J * probe S c)
      - (probe S c * heisenberg S J - heisenberg S J * probe S c) * probe S c
      = ∑ i, ∑ j ∈ Finset.Ioi i, ((J i j : ℂ) * (c i - c j) ^ 2) • transverse S i j := by
  have hb := bond_current h c
  have hr := probe_rotates h c
  generalize probe S c = A at *
  obtain ⟨D, hD⟩ : ∃ D : Matrix m m ℂ →ₗ[ℂ] Matrix m m ℂ, ∀ B, D B = A * B - B * A :=
    ⟨LinearMap.mulLeft ℂ A - LinearMap.mulRight ℂ A, fun B => by simp⟩
  have L : ∀ P Q : Matrix m m ℂ, D (P * Q) = D P * Q + P * D Q := by
    intro P Q; simp only [hD]; noncomm_ring
  rw [← hD, ← hD]
  simp only [heisenberg, map_sum, map_smul]
  refine Finset.sum_congr rfl fun i _ => Finset.sum_congr rfl fun j _ => ?_
  -- the second commutator is a multiple of the transverse exchange
  have hW : D (S i 1 * S j 0 - S i 0 * S j 1) = (-(I * (c i - c j))) • transverse S i j := by
    rw [map_sub, L, L, hD, hD, hD, hD, (hr i).1, (hr i).2.1, (hr j).1, (hr j).2.1, transverse]
    simp only [smul_mul_assoc, mul_smul_comm]
    module
  rw [hD (transverse S i j + S i 2 * S j 2), hb, map_smul, hW, smul_smul, smul_smul]
  congr 1
  linear_combination (-(J i j : ℂ) * (c i - c j) ^ 2) * Complex.I_sq
```

H is Hermitian because J_ij is real and (S_i^a S_j^a)† = S_j^a S_i^a = S_i^a S_j^a for i ≠ j.

```lean
omit [DecidableEq m] in
/-- The Heisenberg Hamiltonian with real couplings is Hermitian. -/
theorem heisenberg_hermitian {S : Fin N → Fin 3 → Matrix m m ℂ} (h : IsSpinSystem S)
    (J : Fin N → Fin N → ℝ) : (heisenberg S J)ᴴ = heisenberg S J := by
  simp only [heisenberg, Matrix.conjTranspose_sum]
  refine Finset.sum_congr rfl fun i _ => Finset.sum_congr rfl fun j hj => ?_
  have hij : j ≠ i := (Finset.mem_Ioi.mp hj).ne'
  simp only [transverse, Matrix.conjTranspose_smul, Matrix.conjTranspose_add,
    Matrix.conjTranspose_mul, h.herm, h.comm j i hij, Complex.star_def, Complex.conj_ofReal]
```

Now let c be real, so that A is Hermitian. Inserting Σ_n |v_n⟩⟨v_n| = 1 gives

M(A) = ⟨A v_g, H A v_g⟩ − E_g ⟨A v_g, A v_g⟩.

Expanding the double commutator and using H v_g = E_g v_g,

⟨[A, [A, H]]⟩_g = ⟨A²H − 2AHA + HA²⟩_g = −2M(A).

Comparison with the operator identity yields

M(A) = −½ Σ_{i<j} J_ij (c_i − c_j)² ⟨T_ij⟩_g.

The theorem states this for every eigenstate label `g`, as an equality of complex numbers. In its proof, `complete` is the resolution of the identity, `hM` the formula for M(A) obtained from it, and `hD` the factor −2.

For this finite, isotropic model, the rule ties the energy-weighted intensity of a longitudinal magnetic probe to products of couplings and correlations; it does not determine the couplings alone.

```lean
/-- **First-moment sum rule of the Heisenberg model**: the energy-weighted intensity of
`∑ c_i S_i^z` is fixed by the couplings and the transverse correlations of the initial state. -/
theorem first_moment_sum_rule {S : Fin N → Fin 3 → Matrix m m ℂ} (h : IsSpinSystem S)
    (J : Fin N → Fin N → ℝ) {v : m → m → ℂ} {E : m → ℝ}
    (hv : IsEigenbasis (heisenberg S J) v E) (g : m) (c : Fin N → ℝ) :
    (firstMoment v E g (probe S fun i => (c i : ℂ)) : ℂ)
      = -(1 / 2) * ∑ i, ∑ j ∈ Finset.Ioi i,
          ((J i j * (c i - c j) ^ 2 : ℝ) : ℂ) * expect (v g) (transverse S i j) := by
  have hdc := congrArg (expect (v g)) (heisenberg_double_commutator h J fun i => (c i : ℂ))
  have hH := heisenberg_hermitian h J
  have hA : (probe S fun i => (c i : ℂ))ᴴ = probe S fun i => (c i : ℂ) := by
    simp only [probe, Matrix.conjTranspose_sum, Matrix.conjTranspose_smul, h.herm,
      Complex.star_def, Complex.conj_ofReal]
  simp only [map_sum, map_smul, smul_eq_mul] at hdc
  have heig := hv.eigen
  generalize (probe S fun i => (c i : ℂ)) = A at *
  generalize heisenberg S J = H at *
  -- completeness of the eigenbasis
  have complete : ∀ x y : m → ℂ,
      ∑ n, (star x ⬝ᵥ v n) * (star (v n) ⬝ᵥ y) = star x ⬝ᵥ y := by
    intro x y
    let W : Matrix m m ℂ := Matrix.of fun i n => v n i
    let V : Matrix m m ℂ := Matrix.of fun n i => star (v n i)
    have h1 : V * W = 1 := by
      ext a b
      exact hv.ortho a b
    have h2 : W * V = 1 := mul_eq_one_comm.mp h1
    calc _ = (star x ᵥ* W) ⬝ᵥ (V *ᵥ y) := rfl
      _ = star x ⬝ᵥ ((W * V) *ᵥ y) := by
          rw [← Matrix.mulVec_mulVec, Matrix.dotProduct_mulVec (star x) W]
      _ = _ := by rw [h2, Matrix.one_mulVec]
  have bra : ∀ n y, star (v n) ⬝ᵥ H *ᵥ y = (E n : ℂ) * (star (v n) ⬝ᵥ y) := by
    intro n y
    have e : star (v n) ᵥ* H = (E n : ℂ) • star (v n) := by
      have e1 := Matrix.star_mulVec H (v n)
      rw [hH, heig, star_smul, Complex.star_def, Complex.conj_ofReal] at e1
      exact e1.symm
    rw [Matrix.dotProduct_mulVec, e, smul_dotProduct, smul_eq_mul]
  have move : ∀ y, star (v g) ⬝ᵥ A *ᵥ y = star (A *ᵥ v g) ⬝ᵥ y := by
    intro y
    rw [Matrix.star_mulVec, hA, Matrix.dotProduct_mulVec]
  -- the first moment is `⟨A v_g, (H - E_g) A v_g⟩`, where `A v_g` is not normalised
  have hM : (firstMoment v E g A : ℂ) = star (A *ᵥ v g) ⬝ᵥ H *ᵥ (A *ᵥ v g)
      - (E g : ℂ) * (star (A *ᵥ v g) ⬝ᵥ (A *ᵥ v g)) := by
    rw [← complete (A *ᵥ v g) (H *ᵥ (A *ᵥ v g)), ← complete (A *ᵥ v g) (A *ᵥ v g),
      Finset.mul_sum, ← Finset.sum_sub_distrib, firstMoment, Complex.ofReal_sum]
    refine Finset.sum_congr rfl fun n _ => ?_
    have e : ((‖star (v n) ⬝ᵥ A *ᵥ v g‖ : ℝ) : ℂ) ^ 2
        = (star (A *ᵥ v g) ⬝ᵥ v n) * (star (v n) ⬝ᵥ A *ᵥ v g) := by
      rw [Matrix.star_dotProduct (A *ᵥ v g) (v n), Complex.star_def, Complex.conj_mul']
    rw [bra, Complex.ofReal_mul, Complex.ofReal_pow, e, Complex.ofReal_sub]
    ring
  have hD : expect (v g) (A * (A * H - H * A) - (A * H - H * A) * A)
      = -2 * (firstMoment v E g A : ℂ) := by
    have e : A * (A * H - H * A) - (A * H - H * A) * A
        = A * (A * H) - A * (H * A) - A * (H * A) + H * (A * A) := by noncomm_ring
    rw [e, hM]
    change star (v g) ⬝ᵥ _ *ᵥ v g = _
    simp only [Matrix.add_mulVec, Matrix.sub_mulVec, ← Matrix.mulVec_mulVec, dotProduct_add,
      dotProduct_sub, heig, Matrix.mulVec_smul, dotProduct_smul, smul_eq_mul, bra, move]
    ring
  rw [hD] at hdc
  push_cast
  linear_combination (-(1 / 2) : ℂ) * hdc
```

If E_g is the lowest energy, every term of M(A) is nonnegative, hence

Σ_{i<j} J_ij (c_i − c_j)² Re⟨T_ij⟩_g ≤ 0.

```lean
/-- In a state of lowest energy the transverse correlations, weighted by `J_ij (c_i - c_j)²`,
add up to a number that is not positive. -/
theorem ground_state_correlations {S : Fin N → Fin 3 → Matrix m m ℂ} (h : IsSpinSystem S)
    (J : Fin N → Fin N → ℝ) {v : m → m → ℂ} {E : m → ℝ}
    (hv : IsEigenbasis (heisenberg S J) v E) (g : m) (hg : ∀ n, E g ≤ E n) (c : Fin N → ℝ) :
    ∑ i, ∑ j ∈ Finset.Ioi i,
      J i j * (c i - c j) ^ 2 * (expect (v g) (transverse S i j)).re ≤ 0 := by
  have hpos : 0 ≤ firstMoment v E g (probe S fun i => (c i : ℂ)) :=
    Finset.sum_nonneg fun n _ => mul_nonneg (sub_nonneg.mpr (hg n)) (sq_nonneg _)
  have e : ((-2 * firstMoment v E g (probe S fun i => (c i : ℂ)) : ℝ) : ℂ)
      = ∑ i, ∑ j ∈ Finset.Ioi i,
          ((J i j * (c i - c j) ^ 2 : ℝ) : ℂ) * expect (v g) (transverse S i j) := by
    rw [Complex.ofReal_mul, first_moment_sum_rule h J hv g c]
    push_cast
    ring
  have er := congrArg Complex.re e
  simp only [Complex.re_sum, Complex.re_ofReal_mul, Complex.ofReal_re] at er
  linarith
```

For complex c, split A = X + I Y, where X and Y have the real amplitudes Re c_i and Im c_i. The probe with conjugate amplitudes is X − I Y. For the transition amplitudes x and y of X and Y,

|x + I y|² + |x − I y|² = 2(|x|² + |y|²).

This is `par`. Applying the real rule to X and Y gives

M(X + I Y) + M(X − I Y) = −Σ_{i<j} J_ij |c_i − c_j|² ⟨T_ij⟩_g.

```lean
/-- For complex amplitudes the first moments of the probe and of its conjugate add up to the
transverse correlations weighted by `-J_ij |c_i - c_j|²`. -/
theorem complex_sum_rule {S : Fin N → Fin 3 → Matrix m m ℂ} (h : IsSpinSystem S)
    (J : Fin N → Fin N → ℝ) {v : m → m → ℂ} {E : m → ℝ}
    (hv : IsEigenbasis (heisenberg S J) v E) (g : m) (c : Fin N → ℂ) :
    ((firstMoment v E g (probe S c) + firstMoment v E g (probe S fun i => star (c i)) : ℝ) : ℂ)
      = -∑ i, ∑ j ∈ Finset.Ioi i,
          ((J i j * ‖c i - c j‖ ^ 2 : ℝ) : ℂ) * expect (v g) (transverse S i j) := by
  have m1 := first_moment_sum_rule h J hv g fun i => (c i).re
  have m2 := first_moment_sum_rule h J hv g fun i => (c i).im
  have h1 : probe S c = (probe S fun i => ((c i).re : ℂ))
      + I • probe S fun i => ((c i).im : ℂ) := by
    simp only [probe, Finset.smul_sum, ← Finset.sum_add_distrib, smul_smul, ← add_smul]
    refine Finset.sum_congr rfl fun i _ => ?_
    congr 1
    apply Complex.ext <;> simp
  have h2 : (probe S fun i => star (c i)) = (probe S fun i => ((c i).re : ℂ))
      - I • probe S fun i => ((c i).im : ℂ) := by
    simp only [probe, Finset.smul_sum, ← Finset.sum_sub_distrib, smul_smul, ← sub_smul]
    refine Finset.sum_congr rfl fun i _ => ?_
    congr 1
    apply Complex.ext <;> simp
  -- parallelogram law for the transition amplitudes
  have par : ∀ a b : ℂ, ‖a + I * b‖ ^ 2 + ‖a - I * b‖ ^ 2 = 2 * (‖a‖ ^ 2 + ‖b‖ ^ 2) := by
    intro a b
    simp only [Complex.sq_norm, Complex.normSq_apply, Complex.add_re, Complex.add_im,
      Complex.sub_re, Complex.sub_im, Complex.mul_re, Complex.mul_im, Complex.I_re, Complex.I_im]
    ring
  have hs : firstMoment v E g (probe S c) + firstMoment v E g (probe S fun i => star (c i))
      = 2 * (firstMoment v E g (probe S fun i => ((c i).re : ℂ))
        + firstMoment v E g (probe S fun i => ((c i).im : ℂ))) := by
    rw [h1, h2]
    simp only [firstMoment, ← Finset.sum_add_distrib, Finset.mul_sum]
    refine Finset.sum_congr rfl fun n _ => ?_
    simp only [Matrix.add_mulVec, Matrix.sub_mulVec, Matrix.smul_mulVec, dotProduct_add,
      dotProduct_sub, dotProduct_smul, smul_eq_mul]
    linear_combination (E n - E g) *
      par (star (v n) ⬝ᵥ (probe S fun i => ((c i).re : ℂ)) *ᵥ v g)
        (star (v n) ⬝ᵥ (probe S fun i => ((c i).im : ℂ)) *ᵥ v g)
  have hw : ∑ i, ∑ j ∈ Finset.Ioi i,
        ((J i j * ‖c i - c j‖ ^ 2 : ℝ) : ℂ) * expect (v g) (transverse S i j)
      = (∑ i, ∑ j ∈ Finset.Ioi i, ((J i j * ((c i).re - (c j).re) ^ 2 : ℝ) : ℂ)
          * expect (v g) (transverse S i j))
        + ∑ i, ∑ j ∈ Finset.Ioi i, ((J i j * ((c i).im - (c j).im) ^ 2 : ℝ) : ℂ)
          * expect (v g) (transverse S i j) := by
    simp only [← Finset.sum_add_distrib]
    refine Finset.sum_congr rfl fun i _ => Finset.sum_congr rfl fun j _ => ?_
    rw [← add_mul, ← Complex.ofReal_add, Complex.sq_norm, Complex.normSq_apply,
      Complex.sub_re, Complex.sub_im]
    congr 2
    ring
  rw [hs, Complex.ofReal_mul, Complex.ofReal_add, m1, m2, hw, Complex.ofReal_ofNat]
  ring
```

For spins at positions r_i and a wave vector q, take c_i = exp(I q·r_i). Conjugation replaces q by −q, and

|c_i − c_j|² = 2(1 − cos q·(r_i − r_j)).

The moments at q and −q therefore add up to

−2 Σ_{i<j} J_ij (1 − cos q·(r_i − r_j)) ⟨T_ij⟩_g.

The positions are arbitrary, with no lattice symmetry assumed, and the amplitudes contain no magnetic form factor.

```lean
/-- For spins at positions `r_i` probed by plane waves, the first moments at wave vectors `q` and
`-q` add up to the transverse correlations weighted by `-2 J_ij (1 - cos q·(r_i - r_j))`. -/
theorem plane_wave_sum_rule {S : Fin N → Fin 3 → Matrix m m ℂ} (h : IsSpinSystem S)
    (J : Fin N → Fin N → ℝ) {v : m → m → ℂ} {E : m → ℝ}
    (hv : IsEigenbasis (heisenberg S J) v E) (g : m) (r : Fin N → Fin 3 → ℝ) (q : Fin 3 → ℝ) :
    ((firstMoment v E g (probe S fun i => Complex.exp ((q ⬝ᵥ r i : ℝ) * I))
      + firstMoment v E g (probe S fun i => Complex.exp (((-q) ⬝ᵥ r i : ℝ) * I)) : ℝ) : ℂ)
      = -∑ i, ∑ j ∈ Finset.Ioi i,
          ((J i j * (2 * (1 - Real.cos (q ⬝ᵥ (r i - r j)))) : ℝ) : ℂ)
            * expect (v g) (transverse S i j) := by
  have hc : (fun i => Complex.exp (((-q) ⬝ᵥ r i : ℝ) * I))
      = fun i => star (Complex.exp ((q ⬝ᵥ r i : ℝ) * I)) := by
    funext i
    rw [Complex.star_def, ← Complex.exp_conj, map_mul, Complex.conj_ofReal, Complex.conj_I,
      neg_dotProduct, Complex.ofReal_neg, neg_mul, mul_neg]
  have hn : ∀ a b : ℝ, ‖Complex.exp (a * I) - Complex.exp (b * I)‖ ^ 2
      = 2 * (1 - Real.cos (a - b)) := by
    intro a b
    rw [Complex.sq_norm, Complex.normSq_apply, Complex.sub_re, Complex.sub_im,
      Complex.exp_ofReal_mul_I_re, Complex.exp_ofReal_mul_I_re, Complex.exp_ofReal_mul_I_im,
      Complex.exp_ofReal_mul_I_im, Real.cos_sub]
    linear_combination Real.sin_sq_add_cos_sq a + Real.sin_sq_add_cos_sq b
  rw [hc, complex_sum_rule h J hv g]
  simp only [hn, dotProduct_sub]

end

end HeisenbergFirstMoment
```

```lean
#print axioms HeisenbergFirstMoment.first_moment_sum_rule
#print axioms HeisenbergFirstMoment.ground_state_correlations
#print axioms HeisenbergFirstMoment.plane_wave_sum_rule
```

```
'HeisenbergFirstMoment.first_moment_sum_rule' depends on axioms: [propext, Classical.choice, Quot.sound]
'HeisenbergFirstMoment.ground_state_correlations' depends on axioms: [propext, Classical.choice, Quot.sound]
'HeisenbergFirstMoment.plane_wave_sum_rule' depends on axioms: [propext, Classical.choice, Quot.sound]
```
